# The best exponent for the trial function $1-|x|^s$ in a box

A particle is confined between hard walls at $x=\pm1$. A simple guess for its ground state is $f(x)=1-|x|^s$: a tent at $s=1$, a parabola at $s=2$, and flatter in the middle as $s$ grows. Which real exponent $s$ gives the lowest energy, and how good is that energy?

```lean
import Mathlib

open MeasureTheory

namespace BoxOptimisedExponent

noncomputable section
```

This loads Mathlib, Lean's mathematical library, and opens a namespace for the names below.

```lean
/-- The trial function `1 - |x|^s` for a particle in the box `[-1, 1]`. -/
def trial (s : ℝ) (x : ℝ) : ℝ := 1 - |x| ^ s
```

`trial s` is the function $f$ with exponent $s$; both $s$ and $x$ are real numbers.

```lean
/-- The Rayleigh quotient of a real function on the box `[-1, 1]`, in units where
the kinetic energy is half the integral of the squared derivative. -/
def rayleigh (f : ℝ → ℝ) : ℝ :=
  (1 / 2 * ∫ x in (-1 : ℝ)..1, (deriv f x) ^ 2) / ∫ x in (-1 : ℝ)..1, (f x) ^ 2
```

In units $\hbar=m=1$, the energy of a real, unnormalised $f$ is

$$E[f]=\frac{\tfrac12\int_{-1}^{1}f'(x)^2\,dx}{\int_{-1}^{1}f(x)^2\,dx}.$$

`deriv f x` is $f'(x)$. The definition imposes no boundary condition, so the walls are checked separately.

```lean
/-- The trial function vanishes at both walls of the box. -/
theorem trial_walls (s : ℝ) : trial s (-1) = 0 ∧ trial s 1 = 0 := by
  constructor <;> simp [trial]
```

Since $|\pm1|^s=1$, the trial function vanishes at both walls.

## The two integrals

```lean
/-- For `p > -1` the power `|x|^p` is integrable over the box, with integral `2/(p+1)`. -/
theorem integral_abs_rpow {p : ℝ} (hp : -1 < p) :
    IntervalIntegrable (fun x : ℝ => |x| ^ p) volume (-1) 1 ∧
      ∫ x in (-1 : ℝ)..1, |x| ^ p = 2 / (p + 1) := by
  have hp1 : 0 < p + 1 := by linarith
  have hR : ∫ x in (0 : ℝ)..1, |x| ^ p = 1 / (p + 1) := by
    have h : ∫ x in (0 : ℝ)..1, |x| ^ p = ∫ x in (0 : ℝ)..1, x ^ p := by
      apply intervalIntegral.integral_congr
      intro x hx
      rw [Set.uIcc_of_le zero_le_one] at hx
      simp only [abs_of_nonneg hx.1]
    rw [h, integral_rpow (Or.inl hp), Real.one_rpow, Real.zero_rpow hp1.ne', sub_zero]
  -- the left half of the box is the mirror image of the right half
  have hL : ∫ x in (-1 : ℝ)..0, |x| ^ p = 1 / (p + 1) := by
    have h := intervalIntegral.integral_comp_neg (a := (0 : ℝ)) (b := 1)
      (f := fun x : ℝ => |x| ^ p)
    simp only [abs_neg, neg_zero] at h
    rw [← h, hR]
  have hne : 1 / (p + 1) ≠ 0 := (one_div_pos.2 hp1).ne'
  -- a non-zero integral can only come from an integrable function
  have iR : IntervalIntegrable (fun x : ℝ => |x| ^ p) volume 0 1 := by
    by_contra h
    exact hne (hR.symm.trans (intervalIntegral.integral_undef h))
  have iL : IntervalIntegrable (fun x : ℝ => |x| ^ p) volume (-1) 0 := by
    by_contra h
    exact hne (hL.symm.trans (intervalIntegral.integral_undef h))
  refine ⟨iL.trans iR, ?_⟩
  rw [← intervalIntegral.integral_add_adjacent_intervals iL iR, hL, hR]
  ring
```

Braces and parentheses before the colon hold the variables and hypotheses; the claim follows it. For $p>-1$, reflection gives

$$\int_{-1}^{1}|x|^p\,dx=2\int_0^1x^p\,dx=\frac{2}{p+1}.$$

The lemma also records integrability, which is needed later to split a sum. Lean assigns the integral $0$ to a non-integrable function, so the non-zero value on each half of the box proves integrability there.

```lean
/-- Away from the centre of the box the squared slope of the trial function is
`s² |x|^(2s-2)`. -/
theorem deriv_trial_sq (s : ℝ) {x : ℝ} (hx : x ≠ 0) :
    (deriv (trial s) x) ^ 2 = s ^ 2 * |x| ^ (2 * s - 2) := by
  have hpos : 0 < |x| := abs_pos.2 hx
  have hc : ∃ c : ℝ, c ^ 2 = 1 ∧ HasDerivAt (fun y : ℝ => |y|) c x := by
    rcases lt_or_gt_of_ne hx with h | h
    · exact ⟨-1, by norm_num, hasDerivAt_abs_neg h⟩
    · exact ⟨1, by norm_num, hasDerivAt_abs_pos h⟩
  obtain ⟨c, hc2, hd⟩ := hc
  have h : HasDerivAt (trial s) (-(c * s * |x| ^ (s - 1))) x :=
    (hd.rpow_const (Or.inl hpos.ne')).const_sub 1
  have he : |x| ^ (2 * s - 2) = |x| ^ (s - 1) * |x| ^ (s - 1) := by
    rw [← Real.rpow_add hpos]
    congr 1
    ring
  rw [h.deriv, he]
  linear_combination (s ^ 2 * (|x| ^ (s - 1)) ^ 2) * hc2
```

For $x\neq0$ the slope of $|x|$ is $c=\pm1$. The chain rule gives $f'(x)=-c\,s|x|^{s-1}$, and $c^2=1$ leaves $f'(x)^2=s^2|x|^{2s-2}$. The proof treats the two signs separately to find $c$, then squares.

```lean
/-- For `s > 1/2` the integral of the squared slope over the box is `2s²/(2s-1)`. -/
theorem integral_deriv_sq {s : ℝ} (hs : 1 / 2 < s) :
    ∫ x in (-1 : ℝ)..1, (deriv (trial s) x) ^ 2 = 2 * s ^ 2 / (2 * s - 1) := by
  -- the possible cusp at the origin has measure zero
  have h0 : ({0} : Set ℝ)ᶜ ∈ ae (volume : Measure ℝ) :=
    compl_mem_ae_iff.2 (by simp)
  have h : ∫ x in (-1 : ℝ)..1, (deriv (trial s) x) ^ 2
      = ∫ x in (-1 : ℝ)..1, s ^ 2 * |x| ^ (2 * s - 2) := by
    apply intervalIntegral.integral_congr_ae
    filter_upwards [h0] with x hx _
    exact deriv_trial_sq s (by simpa using hx)
  rw [h, intervalIntegral.integral_const_mul,
    (integral_abs_rpow (p := 2 * s - 2) (by linarith)).2,
    show 2 * s - 2 + 1 = 2 * s - 1 by ring]
  ring
```

Putting $p=2s-2$ in the power integral gives

$$\int_{-1}^{1}f'(x)^2\,dx=\frac{2s^2}{2s-1}.$$

The condition $p>-1$ is exactly $s>1/2$.

The proof turns on `intervalIntegral.integral_congr_ae`. The slope formula is unavailable at the origin, where the tent, for example, has a corner. This lemma equates two integrals when their integrands agree almost everywhere. `h0` says that the points other than $0$ have full measure, and `filter_upwards` reduces the task to one such point, where the previous theorem applies.

What happens without $s>1/2$? At $s=1/4$ the squared slope is $|x|^{-3/2}/16$, whose integral diverges at the origin. The energy formula below would nevertheless give $-15/16$, impossible for a ratio of non-negative integrals. The same divergence occurs for every non-zero $s\le1/2$, and $s=0$ gives the zero function, so only the exponents $s>1/2$ give a trial state of finite energy.

```lean
/-- For `s > 0` the squared norm of the trial function is `4s²/((s+1)(2s+1))`. -/
theorem integral_sq {s : ℝ} (hs : 0 < s) :
    ∫ x in (-1 : ℝ)..1, (trial s x) ^ 2 = 4 * s ^ 2 / ((s + 1) * (2 * s + 1)) := by
  have h : ∀ x : ℝ, (trial s x) ^ 2 = (1 - 2 * |x| ^ s) + |x| ^ (s + s) := by
    intro x
    rw [Real.rpow_add_of_nonneg (abs_nonneg x) hs.le hs.le, trial]
    ring
  obtain ⟨i1, e1⟩ := integral_abs_rpow (p := s) (by linarith)
  obtain ⟨i2, e2⟩ := integral_abs_rpow (p := s + s) (by linarith)
  have i0 : IntervalIntegrable (fun _ : ℝ => (1 : ℝ)) volume (-1) 1 :=
    continuous_const.intervalIntegrable _ _
  have i3 : IntervalIntegrable (fun x : ℝ => 2 * |x| ^ s) volume (-1) 1 :=
    i1.const_mul 2
  have i4 : IntervalIntegrable (fun x : ℝ => 1 - 2 * |x| ^ s) volume (-1) 1 :=
    i0.sub i3
  have e0 : ∫ _x in (-1 : ℝ)..1, (1 : ℝ) = 2 := by
    rw [intervalIntegral.integral_const, smul_eq_mul]
    norm_num
  simp only [h]
  rw [intervalIntegral.integral_add i4 i2, intervalIntegral.integral_sub i0 i3,
    intervalIntegral.integral_const_mul, e0, e1, e2,
    show s + s + 1 = 2 * s + 1 by ring]
  have h1 : s + 1 ≠ 0 := by positivity
  have h2 : 2 * s + 1 ≠ 0 := by positivity
  field_simp
  ring
```

Expanding $f^2=1-2|x|^s+|x|^{2s}$ and integrating term by term,

$$\int_{-1}^{1}f(x)^2\,dx=2-\frac{4}{s+1}+\frac{2}{2s+1}=\frac{4s^2}{(s+1)(2s+1)}.$$

`field_simp` clears the denominators and `ring` checks the remaining algebra.

## The energy and its minimum

```lean
/-- For `s > 1/2` the trial energy is `(s+1)(2s+1)/(4(2s-1))`. -/
theorem rayleigh_trial {s : ℝ} (hs : 1 / 2 < s) :
    rayleigh (trial s) = (s + 1) * (2 * s + 1) / (4 * (2 * s - 1)) := by
  have h0 : 0 < s := by linarith
  have hs0 : s ≠ 0 := h0.ne'
  have h1 : s + 1 ≠ 0 := by positivity
  have h2 : 2 * s + 1 ≠ 0 := by positivity
  have h3 : 2 * s - 1 ≠ 0 := by linarith
  rw [rayleigh, integral_deriv_sq hs, integral_sq h0]
  field_simp
```

Half the slope integral divided by the norm integral is

$$E(s)=\frac{s^2}{2s-1}\cdot\frac{(s+1)(2s+1)}{4s^2}=\frac{(s+1)(2s+1)}{4(2s-1)}.$$

The tent has energy $3/2$ and the parabola $5/4$.

```lean
/-- For `s > 1/2` the trial energy is `(5+2√6)/8` plus `(2s - 1 - √6)² / (8(2s - 1))`. -/
theorem rayleigh_trial_square {s : ℝ} (hs : 1 / 2 < s) :
    rayleigh (trial s) =
      (5 + 2 * √6) / 8 + (2 * s - 1 - √6) ^ 2 / (8 * (2 * s - 1)) := by
  have hr : √6 ^ 2 = (6 : ℝ) := Real.sq_sqrt (by norm_num)
  have hu : 2 * s - 1 ≠ 0 := by linarith
  have h4 : 4 * (2 * s - 1) ≠ 0 := mul_ne_zero (by norm_num) hu
  have h8 : 8 * (2 * s - 1) ≠ 0 := mul_ne_zero (by norm_num) hu
  rw [rayleigh_trial hs, div_add_div _ _ (by norm_num) h8,
    div_eq_div_iff h4 (mul_ne_zero (by norm_num) h8)]
  linear_combination (-32 * (2 * s - 1)) * hr
```

Set $u=2s-1>0$. Then $s+1=(u+3)/2$ and $2s+1=u+2$, so

$$E=\frac{(u+3)(u+2)}{8u}=\frac18\left(5+u+\frac6u\right)=\frac{5+2\sqrt6}{8}+\frac{(u-\sqrt6)^2}{8u}.$$

Lean verifies this identity by cross-multiplying and using $(\sqrt6)^2=6$.

```lean
/-- Among all exponents `s > 1/2` the trial energy is at least `(5+2√6)/8`, with
equality exactly at `s = (1+√6)/2`. -/
theorem optimal_exponent {s : ℝ} (hs : 1 / 2 < s) :
    (5 + 2 * √6) / 8 ≤ rayleigh (trial s) ∧
      (rayleigh (trial s) = (5 + 2 * √6) / 8 ↔ s = (1 + √6) / 2) := by
  have hu : 0 < 8 * (2 * s - 1) := by linarith
  rw [rayleigh_trial_square hs]
  refine ⟨le_add_of_nonneg_right (div_nonneg (sq_nonneg _) hu.le), ?_, ?_⟩
  · intro h
    have hz : (2 * s - 1 - √6) ^ 2 / (8 * (2 * s - 1)) = 0 := by linarith
    rcases div_eq_zero_iff.1 hz with h' | h'
    · have := pow_eq_zero_iff two_ne_zero |>.1 h'
      linarith
    · exact absurd h' hu.ne'
  · intro h
    have hz : 2 * s - 1 - √6 = 0 := by linarith
    rw [hz]
    simp
```

The last term is never negative and vanishes only at $u=\sqrt6$. Hence $E(s)\ge(5+2\sqrt6)/8$ for every $s>1/2$, with equality exactly when $s=(1+\sqrt6)/2\approx1.72$. The symbol `∧` means "and", and `↔` means "if and only if"; the proof handles the two directions in turn. The optimum exceeds $1$, so it is also the minimum over $s\ge1$.

```lean
/-- At the exponent `(1+√6)/2` the trial energy lies above `π²/8` by less than
0.4 percent. -/
theorem optimal_energy_accuracy :
    Real.pi ^ 2 / 8 < rayleigh (trial ((1 + √6) / 2)) ∧
      rayleigh (trial ((1 + √6) / 2)) < 1.004 * (Real.pi ^ 2 / 8) := by
  have hl : (2.449 : ℝ) < √6 := Real.lt_sqrt_of_sq_lt (by norm_num)
  have hr : √6 ^ 2 = (6 : ℝ) := Real.sq_sqrt (by norm_num)
  have hh : √6 < (2.4495 : ℝ) := by nlinarith
  have hl' : (2.4494 : ℝ) < √6 := by nlinarith
  rw [(optimal_exponent (by linarith)).2.2 rfl]
  have p1 := Real.pi_gt_d4
  have p2 := Real.pi_lt_d4
  constructor <;> nlinarith

end

end BoxOptimisedExponent
```

The optimal energy is about $1.2374$, while $\pi^2/8\approx1.2337$. The theorem places the first above the second by less than 0.4 percent, using decimal bounds on $\sqrt6$ and $\pi$; `nlinarith` completes the inequalities.

That $\pi^2/8$ is the ground-state energy comes from the familiar solution $\cos(\pi x/2)$, and is an input to the interpretation, not a conclusion of the theorem. For one particle in one dimension with a single parameter, the calculation is an exact example of optimising a nonlinear variational parameter, a task that also arises for basis-function exponents in electronic structure.

```lean
#print axioms BoxOptimisedExponent.trial_walls
#print axioms BoxOptimisedExponent.deriv_trial_sq
#print axioms BoxOptimisedExponent.optimal_energy_accuracy
```

```
'BoxOptimisedExponent.trial_walls' depends on axioms: [propext, Classical.choice, Quot.sound]
'BoxOptimisedExponent.deriv_trial_sq' depends on axioms: [propext, Classical.choice, Quot.sound]
'BoxOptimisedExponent.optimal_energy_accuracy' depends on axioms: [propext, Classical.choice, Quot.sound]
```
